# Zeeman levels and crossings of an L = S = 1 term at arbitrary field

## Definitions and conventions

The space is spanned by the nine product states |m_L, m_S⟩ with m_L, m_S ∈ {1, 0, −1}, and ħ = 1. The Lean indices 0, 1, 2 carry m = 1, 0, −1, so the pair `(0, 2)` is |1,−1⟩. The function `mJ` gives M = m_L + m_S.

```lean
import Mathlib

open Matrix
open scoped Kronecker

namespace PaschenBack

noncomputable section

/-- Product basis states `|m_L, m_S⟩` for `L = S = 1`. -/
abbrev Idx := Fin 3 × Fin 3

/-- Operators on the nine-dimensional space of the term. -/
abbrev Op := Matrix Idx Idx ℝ

/-- Magnetic quantum numbers `1, 0, -1`. -/
def m : Fin 3 → ℤ := ![1, 0, -1]

/-- Total projection `M = m_L + m_S` of a basis state. -/
def mJ (p : Idx) : ℤ := m p.1 + m p.2
```

Each factor has the spin-1 matrices s_z, s₊, s₋, with ladder elements √2, and the squared angular momentum s² = s_z² + (s₊s₋ + s₋s₊)/2.

```lean
/-- Spin-1 `z` component. -/
def sz : Matrix (Fin 3) (Fin 3) ℝ := diagonal fun i => (m i : ℝ)

/-- Spin-1 raising operator. -/
def sp : Matrix (Fin 3) (Fin 3) ℝ := !![0, √2, 0; 0, 0, √2; 0, 0, 0]

/-- Spin-1 lowering operator. -/
def sm : Matrix (Fin 3) (Fin 3) ℝ := !![0, 0, 0; √2, 0, 0; 0, √2, 0]

/-- Squared angular momentum `s_z² + (s₊s₋ + s₋s₊)/2` of one factor. -/
def cas : Matrix (Fin 3) (Fin 3) ℝ := sz * sz + (1 / 2 : ℝ) • (sp * sm + sm * sp)
```

In each Kronecker product `⊗ₖ` the orbital factor stands on the left and the spin factor on the right:

J_z = L_z + S_z
L·S = L_zS_z + (L₊S₋ + L₋S₊)/2
J² = L² + S² + 2 L·S

```lean
/-- Orbital `L_z`. -/
def Lz : Op := sz ⊗ₖ (1 : Matrix (Fin 3) (Fin 3) ℝ)

/-- Spin `S_z`. -/
def Sz : Op := (1 : Matrix (Fin 3) (Fin 3) ℝ) ⊗ₖ sz

/-- Total `J_z = L_z + S_z`. -/
def Jz : Op := Lz + Sz

/-- `L·S = L_z S_z + (L₊S₋ + L₋S₊)/2`. -/
def LS : Op := sz ⊗ₖ sz + (1 / 2 : ℝ) • (sp ⊗ₖ sm + sm ⊗ₖ sp)

/-- `J² = L² + S² + 2 L·S`. -/
def Jsq : Op := cas ⊗ₖ (1 : Matrix (Fin 3) (Fin 3) ℝ)
  + (1 : Matrix (Fin 3) (Fin 3) ℝ) ⊗ₖ cas + (2 : ℝ) • LS
```

For J = 2, 1, 0 the value J(J+1) is 6, 2, 0. P_J is defined as the quadratic polynomial in J² that equals 1 at its own value and 0 at the other two.

```lean
/-- `P₂ = J²(J² - 2)/24`. -/
def P2 : Op := (1 / 24 : ℝ) • (Jsq * (Jsq - (2 : ℝ) • 1))

/-- `P₁ = J²(6 - J²)/8`. -/
def P1 : Op := (1 / 8 : ℝ) • (Jsq * ((6 : ℝ) • 1 - Jsq))

/-- `P₀ = (J² - 2)(J² - 6)/12`. -/
def P0 : Op := (1 / 12 : ℝ) • ((Jsq - (2 : ℝ) • 1) * (Jsq - (6 : ℝ) • 1))
```

The Hamiltonian is

H = d P₁ + D P₀ + b (L_z + 2S_z).

The zero of energy is the field-free J = 2 level, and d and D are the field-free energies of J = 1 and J = 0, taken as independent parameters. The energy b is the Bohr magneton times the field along z, with the spin g-factor exactly 2; negative b is a reversed field. The model describes a ³P term from weak to strong field, provided the term is isolated and the diamagnetic and hyperfine interactions are neglected.

```lean
/-- Fine structure plus Zeeman term, `H = d P₁ + D P₀ + b (L_z + 2 S_z)`. -/
def H (d D b : ℝ) : Op := d • P1 + D • P0 + b • (Lz + (2 : ℝ) • Sz)
```

`IsLevel d D b M E` says that a nonzero real vector ψ satisfies J_zψ = Mψ and Hψ = Eψ. It records neither multiplicity nor normalisation. That real vectors lose no level is argued here and not in Lean: both matrices are real, so for real E the real or the imaginary part of a complex eigenvector would serve.

```lean
/-- `E` is the energy of a nonzero joint eigenvector of `H` and `J_z` with `J_z = M`. -/
def IsLevel (d D b : ℝ) (M : ℤ) (E : ℝ) : Prop :=
  ∃ ψ : Idx → ℝ, ψ ≠ 0 ∧ Jz *ᵥ ψ = (M : ℝ) • ψ ∧ H d D b *ᵥ ψ = E • ψ
```

The two branches `upper` and `lower`, which are shown below to be the levels for M = ±1 and are not used for other M, are

E±(M) = d/2 + 3Mb/2 ± √(d² + b²)/2.

```lean
/-- The energy `d/2 + 3Mb/2 + √(d² + b²)/2`. -/
def upper (d b : ℝ) (M : ℤ) : ℝ := d / 2 + 3 * M * b / 2 + √(d ^ 2 + b ^ 2) / 2

/-- The energy `d/2 + 3Mb/2 - √(d² + b²)/2`. -/
def lower (d b : ℝ) (M : ℤ) : ℝ := d / 2 + 3 * M * b / 2 - √(d ^ 2 + b ^ 2) / 2
```

Let v = |1,−1⟩ − |0,0⟩ + |−1,1⟩, let T exchange m_L and m_S, and let V = vvᵀ. The vector v is unnormalised, with vᵀv = 3; the unit vector is v/√3.

```lean
/-- Components of the vector `|1,-1⟩ - |0,0⟩ + |-1,1⟩`. -/
def v (p : Idx) : ℤ := ![![0, 0, 1], ![0, -1, 0], ![1, 0, 0]] p.1 p.2

/-- Exchange of `m_L` and `m_S`. -/
def T : Op := of fun p q => if q = p.swap then 1 else 0

/-- The outer product `v vᵀ`. -/
def V : Op := of fun p q => (v p : ℝ) * v q
```

## The projectors

Exchanging twice gives T² = 1. Since Tv = v (`hv`), TV = VT = V, and V² = v(vᵀv)vᵀ = 3V (`h3`).

```lean
/-- Multiplication table of `T` and `V`. -/
theorem TV_table : T * T = 1 ∧ T * V = V ∧ V * T = V ∧ V * V = (3 : ℝ) • V := by
  have hT : ∀ (A : Op) p q, (T * A) p q = A p.swap q := by
    intro A p q; simp [T, mul_apply]
  have hv : ∀ p, v p.swap = v p := by decide
  have hs : ∀ r q : Idx, q = r.swap ↔ r = q.swap := by decide
  have h3 : ∑ r, (v r : ℝ) * v r = 3 := by
    simp [Fintype.sum_prod_type, Fin.sum_univ_three, v]
    norm_num
  refine ⟨?_, ?_, ?_, ?_⟩ <;> ext p q
  · rw [hT]
    by_cases h : p = q
    · simp [T, one_apply, h]
    · simp [T, one_apply, h, Ne.symm h]
  · rw [hT]; simp [V, hv]
  · have h : ∀ r : Idx, q = r.swap ↔ r = q.swap := fun r => hs r q
    simp [mul_apply, T, h, V, hv]
  · simp only [mul_apply, V, of_apply, Matrix.smul_apply, smul_eq_mul]
    rw [← h3, Finset.sum_mul]
    exact Finset.sum_congr rfl fun r _ => by ring
```

On |1,1⟩ both L·S and T give |1,1⟩, and on |1,0⟩ both give |0,1⟩, while V vanishes on these states. For M = 0,

L·S|1,−1⟩ = −|1,−1⟩ + |0,0⟩ = |−1,1⟩ − v
L·S|0,0⟩ = |1,−1⟩ + |−1,1⟩ = |0,0⟩ + v

and the right-hand sides are (T − V) applied to the same states. The remaining states work alike, so L·S = T − V. With s² = 2 (`hc`) this gives J² = 4 + 2(T − V). The step `hLS` compares all 81 entries.

```lean
set_option maxHeartbeats 400000 in
/-- `L·S = T - V` and `J² = 4 + 2 (T - V)`. -/
theorem Jsq_eq : LS = T - V ∧ Jsq = (4 : ℝ) • (1 : Op) + (2 : ℝ) • (T - V) := by
  have hc : cas = (2 : ℝ) • (1 : Matrix (Fin 3) (Fin 3) ℝ) := by
    ext i j
    fin_cases i <;> fin_cases j <;>
      simp [cas, sz, sp, sm, m] <;> norm_num
  have hLS : LS = T - V := by
    ext ⟨i, j⟩ ⟨k, l⟩
    fin_cases i <;> fin_cases j <;> fin_cases k <;> fin_cases l <;>
      simp [LS, sz, sp, sm, m, T, V, v]
  refine ⟨hLS, ?_⟩
  rw [Jsq, hc, hLS, smul_kronecker, kronecker_smul, one_kronecker_one]
  module
```

Write X = T − V, so that X² = 1 − 2V + 3V = 1 + V. Then

P₂ = (2 + X)(1 + X)/6 = (1 + T)/2 − V/3
P₁ = (2 + X)(1 − X)/2 = (1 − T)/2
P₀ = (X² − 1)/3 = V/3.

`simp only` multiplies out with the table for T and V, and `module` collects the coefficients of 1, T and V.

```lean
/-- Closed forms `P₂ = (1 + T)/2 - V/3`, `P₁ = (1 - T)/2`, `P₀ = V/3`. -/
theorem proj_eq : P2 = (1 / 2 : ℝ) • (1 + T) - (1 / 3 : ℝ) • V ∧
    P1 = (1 / 2 : ℝ) • (1 - T) ∧ P0 = (1 / 3 : ℝ) • V := by
  obtain ⟨a, b, c, e⟩ := TV_table
  refine ⟨?_, ?_, ?_⟩ <;>
    simp only [P2, P1, P0, Jsq_eq.2, Matrix.mul_add, Matrix.add_mul, Matrix.mul_sub,
      Matrix.sub_mul, Matrix.mul_smul, Matrix.smul_mul, Matrix.one_mul, Matrix.mul_one,
      a, b, c, e] <;> module
```

The same table gives P₂ + P₁ + P₀ = 1, P_J² = P_J and J²P_J = J(J+1)P_J. From tr 1 = 9 and tr T = tr V = 3 the traces are 5, 3, 1, that is 2J + 1.

```lean
/-- The `P_J` sum to one, are idempotent, obey `J² P_J = J(J+1) P_J` and have trace `2J+1`. -/
theorem proj_spec : (P2 + P1 + P0 = 1 ∧ P2 * P2 = P2 ∧ P1 * P1 = P1 ∧ P0 * P0 = P0 ∧
    Jsq * P2 = (6 : ℝ) • P2 ∧ Jsq * P1 = (2 : ℝ) • P1 ∧ Jsq * P0 = 0) ∧
    P2.trace = 5 ∧ P1.trace = 3 ∧ P0.trace = 1 := by
  obtain ⟨a, b, c, e⟩ := TV_table
  obtain ⟨h2, h1, h0⟩ := proj_eq
  constructor
  · refine ⟨?_, ?_, ?_, ?_, ?_, ?_, ?_⟩ <;>
      simp only [h2, h1, h0, Jsq_eq.2, Matrix.mul_add, Matrix.add_mul, Matrix.mul_sub,
        Matrix.sub_mul, Matrix.mul_smul, Matrix.smul_mul, Matrix.one_mul, Matrix.mul_one,
        a, b, c, e] <;> module
  · refine ⟨?_, ?_, ?_⟩ <;>
      simp only [h2, h1, h0, trace, Fintype.sum_prod_type, Fin.sum_univ_three] <;>
      simp [T, V, v] <;> norm_num
```

## Block structure

J_z is diagonal with entries M. For basis states p and q, with m_L and m_S those of p,

H_pq = (d/2)(δ_pq − T_pq) + (D/3) v_p v_q + b(m_L + 2m_S) δ_pq.

```lean
/-- `J_z` is diagonal with entries `m_L + m_S`, and the matrix elements of `H` in the
product basis are explicit. -/
theorem H_apply (d D b : ℝ) : Jz = diagonal (fun p => (mJ p : ℝ)) ∧ ∀ p q, H d D b p q =
    d / 2 * ((if p = q then 1 else 0) - if q = p.swap then 1 else 0) + D / 3 * (v p * v q)
      + if p = q then b * (m p.1 + 2 * m p.2) else 0 := by
  have hL : Lz = diagonal fun p : Idx => (m p.1 : ℝ) := by
    simpa [Lz, sz] using
      diagonal_kronecker_diagonal (fun i => (m i : ℝ)) (fun _ : Fin 3 => (1 : ℝ))
  have hS : Sz = diagonal fun p : Idx => (m p.2 : ℝ) := by
    simpa [Sz, sz] using
      diagonal_kronecker_diagonal (fun _ : Fin 3 => (1 : ℝ)) (fun i => (m i : ℝ))
  refine ⟨by simp [Jz, hL, hS, mJ], fun p q => ?_⟩
  simp only [H, proj_eq.2.1, proj_eq.2.2, hL, hS, Matrix.add_apply, Matrix.smul_apply,
    Matrix.sub_apply, one_apply, diagonal_apply, T, V, of_apply, smul_eq_mul]
  split_ifs <;> ring
```

T preserves M and v lies in M = 0, so H_pq = 0 between different M (`off`). A vector satisfies J_zψ = Mψ exactly when it vanishes outside the block of that M (`hJψ`). Restricting ψ to the block, or extending a block vector by zero, turns Hψ = Eψ into (E − H_M)φ = 0 for a nonzero φ, where H_M is the block matrix, and this is solvable exactly when det(E − H_M) = 0. The map `e` lists the `k` states of the block; `he` forbids repetitions and `hr` says that the list is exactly the block.

```lean
/-- If `e` lists the basis states with `m_L + m_S = M`, the levels with `J_z = M` are the
roots of the secular determinant of that block of `H`. -/
theorem level_iff_det (d D b : ℝ) (M : ℤ) (E : ℝ) (k : ℕ) (e : Fin k → Idx)
    (he : Function.Injective e) (hr : ∀ p, mJ p = M ↔ ∃ i, e i = p) :
    IsLevel d D b M E ↔ (E • 1 - (H d D b).submatrix e e).det = 0 := by
  obtain ⟨hJ, hH⟩ := H_apply d D b
  -- `H` does not connect different `M`
  have off : ∀ p q, mJ p ≠ mJ q → H d D b p q = 0 := by
    have h : ∀ p q : Idx, mJ p ≠ mJ q → p ≠ q ∧ q ≠ p.swap ∧ v p * v q = 0 := by decide
    intro p q hpq
    obtain ⟨h1, h2, h3⟩ := h p q hpq
    have h4 : (v p : ℝ) * v q = 0 := by exact_mod_cast h3
    simp only [hH, if_neg h1, if_neg h2, h4]
    ring
  -- eigenvectors of `J_z` are the vectors supported on the block
  have hJψ : ∀ ψ : Idx → ℝ, Jz *ᵥ ψ = (M : ℝ) • ψ ↔ ∀ p, mJ p ≠ M → ψ p = 0 := by
    intro ψ
    rw [hJ, funext_iff]
    refine forall_congr' fun p => ?_
    simp only [mulVec_diagonal, Pi.smul_apply, smul_eq_mul]
    constructor
    · intro h hp
      exact (mul_eq_mul_right_iff.1 h).resolve_left (by exact_mod_cast hp)
    · intro h
      by_cases hp : mJ p = M
      · rw [hp]
      · simp [h hp]
  have key : ∀ ψ : Idx → ℝ, (∀ p, mJ p ≠ M → ψ p = 0) →
      ∀ p, (H d D b *ᵥ ψ) p = ∑ j, H d D b p (e j) * ψ (e j) := by
    intro ψ h p
    symm
    refine Fintype.sum_of_injective e he _ (fun q => H d D b p q * ψ q) ?_ (fun _ => rfl)
    intro q hq
    simp [h q fun hm => hq ((hr q).1 hm)]
  have blk : ∀ (φ : Fin k → ℝ) i, ((E • 1 - (H d D b).submatrix e e) *ᵥ φ) i
      = E * φ i - ∑ j, H d D b (e i) (e j) * φ j := by
    intro φ i
    simp [mulVec, dotProduct, sub_mul, Finset.sum_sub_distrib, one_apply]
  rw [← Matrix.exists_mulVec_eq_zero_iff]
  constructor
  · rintro ⟨ψ, h0, hM, hE⟩
    have hs := (hJψ ψ).1 hM
    refine ⟨ψ ∘ e, fun hz => h0 (funext fun p => ?_), funext fun i => ?_⟩
    · by_cases hp : mJ p = M
      · obtain ⟨i, rfl⟩ := (hr p).1 hp
        exact congrFun hz i
      · exact hs p hp
    · have h := key ψ hs (e i)
      rw [hE] at h
      rw [blk]
      exact sub_eq_zero.2 h
  · rintro ⟨φ, h0, hφ⟩
    -- extend the block eigenvector by zero
    obtain ⟨ψ, hψ, hs⟩ : ∃ ψ : Idx → ℝ, (∀ i, ψ (e i) = φ i) ∧ ∀ p, mJ p ≠ M → ψ p = 0 :=
      ⟨Function.extend e φ (0 : Idx → ℝ), he.extend_apply φ _, fun p hp =>
        Function.extend_apply' φ (0 : Idx → ℝ) p fun h => hp ((hr p).2 h)⟩
    refine ⟨ψ, fun hz => h0 (funext fun i => ?_), (hJψ ψ).2 hs, funext fun p => ?_⟩
    · simpa [hz] using (hψ i).symm
    · rw [key ψ hs]
      by_cases hp : mJ p = M
      · obtain ⟨i, rfl⟩ := (hr p).1 hp
        have h := congrFun hφ i
        rw [blk] at h
        simp only [hψ, Pi.smul_apply, smul_eq_mul]
        exact (sub_eq_zero.1 h).symm
      · have hz : ∀ j, H d D b p (e j) = 0 := fun j =>
          off p (e j) (by rw [(hr (e j)).2 ⟨j, rfl⟩]; exact hp)
        simp [hz, hs p hp]
```

## The levels

The three level theorems hold for all real d, D and b. For M = ±2 the block is the single state |±1,±1⟩, where T = 1 and v has no component, so E = ±3b.

```lean
/-- The only levels with `M = 2` and `M = -2` are `3b` and `-3b`. -/
theorem level_two (d D b E : ℝ) :
    (IsLevel d D b 2 E ↔ E = 3 * b) ∧ (IsLevel d D b (-2) E ↔ E = -3 * b) := by
  constructor
  · rw [level_iff_det d D b 2 E 1 ![(0, 0)] (by decide) (by decide), det_fin_one,
      ← sub_eq_zero (a := E)]
    simp only [Matrix.sub_apply, submatrix_apply, Matrix.smul_apply, one_apply]
    refine Eq.congr_left ?_
    simp [(H_apply d D b).2, v, m]
    ring
  · rw [level_iff_det d D b (-2) E 1 ![(2, 2)] (by decide) (by decide), det_fin_one,
      ← sub_eq_zero (a := E)]
    simp only [Matrix.sub_apply, submatrix_apply, Matrix.smul_apply, one_apply]
    refine Eq.congr_left ?_
    simp [(H_apply d D b).2, v, m]
    ring
```

For M = 1 the states |1,0⟩ and |0,1⟩ have diagonal elements d/2 + b and d/2 + 2b. For M = −1 the states |0,−1⟩ and |−1,0⟩ have d/2 − 2b and d/2 − b. The coupling is −d/2 in both blocks. With c = d/2 + 3Mb/2 the diagonal elements are c − b/2 and c + b/2, and

det(E − H_M) = (E − c)² − b²/4 − d²/4.

The step `quad` factorises this into the roots E±(M), and D does not enter.

```lean
/-- The levels with `M = ±1` are exactly `d/2 + 3Mb/2 ± √(d² + b²)/2`. -/
theorem level_one (d D b E : ℝ) (M : ℤ) (hM : M = 1 ∨ M = -1) :
    IsLevel d D b M E ↔ E = upper d b M ∨ E = lower d b M := by
  have hs : √(d ^ 2 + b ^ 2) ^ 2 = d ^ 2 + b ^ 2 := Real.sq_sqrt (by positivity)
  have quad : ∀ c : ℝ, (E - c) ^ 2 - (d ^ 2 + b ^ 2) / 4 = 0 ↔
      E = c + √(d ^ 2 + b ^ 2) / 2 ∨ E = c - √(d ^ 2 + b ^ 2) / 2 := by
    intro c
    constructor
    · intro h
      have h' : (E - (c + √(d ^ 2 + b ^ 2) / 2)) * (E - (c - √(d ^ 2 + b ^ 2) / 2)) = 0 := by
        linear_combination h - hs / 4
      exact (mul_eq_zero.1 h').imp sub_eq_zero.1 sub_eq_zero.1
    · rintro (h | h) <;> rw [h] <;> linear_combination hs / 4
  rw [upper, lower, ← quad]
  rcases hM with rfl | rfl
  · rw [level_iff_det d D b 1 E 2 ![(0, 1), (1, 0)] (by decide) (by decide), det_fin_two]
    simp only [Matrix.sub_apply, submatrix_apply, Matrix.smul_apply, one_apply]
    refine Eq.congr_left ?_
    simp [(H_apply d D b).2, v, m]
    ring
  · rw [level_iff_det d D b (-1) E 2 ![(1, 2), (2, 1)] (by decide) (by decide), det_fin_two]
    simp only [Matrix.sub_apply, submatrix_apply, Matrix.smul_apply, one_apply]
    refine Eq.congr_left ?_
    simp [(H_apply d D b).2, v, m]
    ring
```

For M = 0, on the states |1,−1⟩, |0,0⟩, |−1,1⟩, the Zeeman term is diag(−b, 0, b). The unit vectors (1, 2, 1)/√6, (1, 0, −1)/√2 and (1, −1, 1)/√3 have J = 2, 1, 0 and field-free energies 0, d, D. In this basis the Zeeman term has zero diagonal and no element between J = 2 and J = 0; it couples J = 1 to J = 2 by −b/√3 and to J = 0 by −2b/√6. With x the energy,

det(x − H₀) = x(x − d)(x − D) − b²(x − D)/3 − 2b²x/3,

where H₀ is the M = 0 block. Lean expands the determinant directly in the product basis with `det_fin_three` and `ring`. The theorem identifies the M = 0 levels with the real roots of the cubic, which is left unsolved.

```lean
/-- The secular determinant of the `M = 0` block is
`x(x-d)(x-D) - b²(x-D)/3 - 2b²x/3`, and its roots are the levels with `M = 0`. -/
theorem level_zero (d D b x : ℝ) :
    (x • 1 - (H d D b).submatrix ![(0, 2), (1, 1), (2, 0)] ![(0, 2), (1, 1), (2, 0)] :
      Matrix (Fin 3) (Fin 3) ℝ).det
        = x * (x - d) * (x - D) - b ^ 2 * (x - D) / 3 - 2 * b ^ 2 * x / 3 ∧
    (IsLevel d D b 0 x ↔
      x * (x - d) * (x - D) - b ^ 2 * (x - D) / 3 - 2 * b ^ 2 * x / 3 = 0) := by
  refine (and_iff_left_of_imp fun h => ?_).2 ?_
  · rw [level_iff_det d D b 0 x 3 ![(0, 2), (1, 1), (2, 0)] (by decide) (by decide), h]
  · rw [det_fin_three]
    simp only [Matrix.sub_apply, submatrix_apply, Matrix.smul_apply, one_apply]
    simp [(H_apply d D b).2, v, m]
    ring
```

## Crossings with the M = 2 level

Now let d > 0, so that J = 1 lies above J = 2 at zero field, and put s = √(d² + b²). For M = −1, the equation 3b = E±(−1) reads ±s = 9b − d. Squaring gives

80b² = 18bd, so b = 0 or b = 9d/40.

At b = 9d/40, 9b − d = 41d/40 = s is positive, which selects the upper branch. At b = 0, 9b − d = −d = −s selects the lower branch. Both assignments use d > 0; for d < 0 the two candidate fields are given by the same formulas, but the branches are exchanged. For M = 1 the equation is ±s = 3b − d, so

8b² = 6bd, and b = 0 or b = 3d/4,

with s = 5d/4 on the upper branch and b = 0 again on the lower.

The squaring steps are `q9` and `q3`, and `A` identifies s with any nonnegative number whose square is d² + b². The statements `u1`, `u2`, `l1`, `l2` assign the fields to branches. `X` reduces a level shared with M = 2 to the level 3b, so the M = 2 sector shares a level with M = −1 exactly at b = 0 or 9d/40, and with M = 1 exactly at b = 0 or 3d/4, whatever D is. The Paschen–Back regime is that of |b| much larger than |d| and |D|; these theorems are equalities at each finite b and state no limit. Coincidences of 3b with the M = 0 or M = −2 levels, and those among the other sectors, are not treated.

```lean
/-- For `d > 0` the energy `3b` equals the upper `M = -1` energy exactly at `b = 9d/40` and
the upper `M = 1` energy exactly at `b = 3d/4`; the `M = 2` sector shares a level with the
`M = -1` or `M = 1` sector exactly at that field or at `b = 0`. -/
theorem crossings (d D b : ℝ) (hd : 0 < d) :
    (3 * b = upper d b (-1) ↔ b = 9 * d / 40) ∧ (3 * b = upper d b 1 ↔ b = 3 * d / 4) ∧
    ((∃ E, IsLevel d D b 2 E ∧ IsLevel d D b (-1) E) ↔ b = 0 ∨ b = 9 * d / 40) ∧
    ((∃ E, IsLevel d D b 2 E ∧ IsLevel d D b 1 E) ↔ b = 0 ∨ b = 3 * d / 4) := by
  obtain ⟨s, h0, hs, hu, hl⟩ : ∃ s : ℝ, 0 ≤ s ∧ s ^ 2 = d ^ 2 + b ^ 2 ∧
      (∀ M, upper d b M = d / 2 + 3 * M * b / 2 + s / 2) ∧
      ∀ M, lower d b M = d / 2 + 3 * M * b / 2 - s / 2 :=
    ⟨_, Real.sqrt_nonneg _, Real.sq_sqrt (by positivity), fun _ => rfl, fun _ => rfl⟩
  have A : ∀ t, 0 ≤ t → t ^ 2 = d ^ 2 + b ^ 2 → s = t := fun t ht h =>
    (sq_eq_sq₀ h0 ht).1 (hs.trans h.symm)
  -- squaring gives two candidate fields; the sign of the root selects one
  have q9 : s = 9 * b - d ∨ s = d - 9 * b → b = 0 ∨ b - 9 * d / 40 = 0 := by
    rintro (h | h) <;> rw [h] at hs <;> exact mul_eq_zero.1 (by linear_combination hs / 80)
  have q3 : s = 3 * b - d ∨ s = d - 3 * b → b = 0 ∨ b - 3 * d / 4 = 0 := by
    rintro (h | h) <;> rw [h] at hs <;> exact mul_eq_zero.1 (by linear_combination hs / 8)
  have u1 : 3 * b = upper d b (-1) ↔ b = 9 * d / 40 := by
    rw [hu]; push_cast
    refine ⟨fun h => ?_, fun h => ?_⟩
    · rcases q9 (Or.inl (by linarith)) with g | g <;> linarith
    · linarith [A (41 * d / 40) (by positivity) (by rw [h]; ring)]
  have u2 : 3 * b = upper d b 1 ↔ b = 3 * d / 4 := by
    rw [hu]; push_cast
    refine ⟨fun h => ?_, fun h => ?_⟩
    · rcases q3 (Or.inl (by linarith)) with g | g <;> linarith
    · linarith [A (5 * d / 4) (by positivity) (by rw [h]; ring)]
  have l1 : 3 * b = lower d b (-1) ↔ b = 0 := by
    rw [hl]; push_cast
    refine ⟨fun h => ?_, fun h => ?_⟩
    · rcases q9 (Or.inr (by linarith)) with g | g <;> linarith
    · linarith [A d hd.le (by rw [h]; ring)]
  have l2 : 3 * b = lower d b 1 ↔ b = 0 := by
    rw [hl]; push_cast
    refine ⟨fun h => ?_, fun h => ?_⟩
    · rcases q3 (Or.inr (by linarith)) with g | g <;> linarith
    · linarith [A d hd.le (by rw [h]; ring)]
  have e2 : ∀ E, IsLevel d D b 2 E ↔ E = 3 * b := fun E => (level_two d D b E).1
  have X : ∀ M, (∃ E, IsLevel d D b 2 E ∧ IsLevel d D b M E) ↔ IsLevel d D b M (3 * b) := by
    intro M; simp only [e2, exists_eq_left]
  refine ⟨u1, u2, ?_, ?_⟩
  · rw [X, level_one d D b _ (-1) (Or.inr rfl), u1, l1]; exact or_comm
  · rw [X, level_one d D b _ 1 (Or.inl rfl), u2, l2]; exact or_comm

end

end PaschenBack
```

```lean
#print axioms PaschenBack.proj_spec
-- 'PaschenBack.proj_spec' depends on axioms: [propext, Classical.choice, Quot.sound]
#print axioms PaschenBack.level_zero
-- 'PaschenBack.level_zero' depends on axioms: [propext, Classical.choice, Quot.sound]
#print axioms PaschenBack.crossings
-- 'PaschenBack.crossings' depends on axioms: [propext, Classical.choice, Quot.sound]
```
